# The σ, π and δ channels of a d–d bond are complementary projectors of ranks 1, 2 and 2

Leave the factor 3/2 out of the σ channel of a d–d bond, define δ as whatever σ and π leave over, and the orbital pointing along the bond no longer hops with amplitude Vσ. It hops with (2/3)Vσ + (1/3)Vδ, because the σ map is then no projector and the missing third falls into the δ channel. When the channels are idempotent and annihilate each other, an orbital that lies in one channel hops with the constant of that channel alone.

In a non-interacting tight-binding model with two-centre hopping and the same orbital axes on both atoms, the block between two d shells is Vσ Ps + Vπ Pp + Vδ Pd. The projector algebra and the ranks then make Vσ, Vπ and Vδ its eigenvalues, with multiplicities 1, 2 and 2 when they are distinct.

```lean
import Mathlib

open Matrix Module

namespace DDChannels

noncomputable section
```

## The d shell as traceless symmetric matrices

A real d orbital has the angular part rᵀQr/|r|², with Q a real symmetric 3×3 matrix of trace zero. All maps below act on the space `M3` of all real 3×3 matrices.

```lean
/-- Real 3x3 matrices. -/
abbrev M3 := Matrix (Fin 3) (Fin 3) ℝ
```

The shell is a subspace, since sums and multiples of traceless symmetric matrices are again traceless and symmetric.

```lean
/-- The d shell: traceless symmetric 3x3 matrices. -/
def dShell : Submodule ℝ M3 where
  carrier := {Q | Qᵀ = Q ∧ Q.trace = 0}
  add_mem' := by
    rintro A B ⟨ha, ha'⟩ ⟨hb, hb'⟩
    exact ⟨by rw [transpose_add, ha, hb], by rw [trace_add, ha', hb', add_zero]⟩
  zero_mem' := ⟨transpose_zero, by simp⟩
  smul_mem' := by
    rintro c A ⟨ha, ha'⟩
    exact ⟨by rw [transpose_smul, ha], by rw [trace_smul, ha', smul_zero]⟩
```

Any matrix can be brought into the shell by

T Q = (Q + Qᵀ)/2 − (tr Q/3) I,

which leaves matrices already in the shell unchanged. T will be needed to count dimensions.

```lean
/-- The traceless symmetric part of a matrix. -/
def toShell : End ℝ M3 where
  toFun Q := (1 / 2 : ℝ) • (Q + Qᵀ) - (Q.trace / 3) • (1 : M3)
  map_add' A B := by
    simp only [transpose_add, trace_add]
    module
  map_smul' r A := by
    simp only [transpose_smul, trace_smul, smul_eq_mul, RingHom.id_apply]
    module
```

## Three channels built from Qd

Let d be the bond direction. The component of Q along the bond is the number

q = dᵀQd.

```lean
/-- The axial component `q = dᵀ Q d`. -/
def axial (d : Fin 3 → ℝ) (Q : M3) : ℝ := d ⬝ᵥ Q *ᵥ d
```

The rest of Qd is the vector

w = Qd − q d.

```lean
/-- The vector `w = Q d - q d`. -/
def transverse (d : Fin 3 → ℝ) (Q : M3) : Fin 3 → ℝ := Q *ᵥ d - axial d Q • d
```

The σ channel keeps only q:

Ps Q = (3/2) q (d dᵀ − I/3).

In Lean, `vecMulVec d d` is d dᵀ. The proof fields check linearity.

```lean
/-- The sigma channel `Q ↦ (3/2) q (d dᵀ - I/3)`. -/
def sigmaProj (d : Fin 3 → ℝ) : End ℝ M3 where
  toFun Q := (3 / 2 * axial d Q) • (vecMulVec d d - (1 / 3 : ℝ) • (1 : M3))
  map_add' A B := by
    simp only [axial, add_mulVec, dotProduct_add]
    module
  map_smul' r A := by
    simp only [axial, smul_mulVec, dotProduct_smul, smul_eq_mul, RingHom.id_apply]
    module
```

The π channel keeps only w:

Pp Q = d wᵀ + w dᵀ.

```lean
/-- The pi channel `Q ↦ d wᵀ + w dᵀ`. -/
def piProj (d : Fin 3 → ℝ) : End ℝ M3 where
  toFun Q := vecMulVec d (transverse d Q) + vecMulVec (transverse d Q) d
  map_add' A B := by
    ext i j
    simp only [transverse, axial, add_mulVec, dotProduct_add, vecMulVec_apply,
      Matrix.add_apply, Pi.add_apply, Pi.sub_apply, Pi.smul_apply, smul_eq_mul]
    ring
  map_smul' r A := by
    ext i j
    simp only [transverse, axial, smul_mulVec, dotProduct_smul, vecMulVec_apply,
      Matrix.add_apply, Matrix.smul_apply, Pi.sub_apply, Pi.smul_apply, smul_eq_mul,
      RingHom.id_apply]
    ring
```

The δ channel is the remainder, Pd = 1 − Ps − Pp.

```lean
/-- The delta channel: what the sigma and pi channels leave over. -/
def deltaProj (d : Fin 3 → ℝ) : End ℝ M3 := 1 - sigmaProj d - piProj d
```

As an example, take d = (3/5, 4/5, 0) and the xy orbital, whose matrix has Q₀₁ = Q₁₀ = 1 and zeros elsewhere. Then

Qd = (4/5, 3/5, 0), q = 24/25, w = (28/125, −21/125, 0).

The entries of the three parts, in units of 1/625 and with all others zero or fixed by symmetry, are

Ps Q: (00) 24, (11) 276, (22) −300, (01) 432
Pp Q: (00) 168, (11) −168, (22) 0, (01) 49
Pd Q: (00) −192, (11) −108, (22) 300, (01) 144

Each part is traceless, and the 01 entries add up to 625. For the normalised orbital Q/√2, with inner product tr(AᵀB), these entries are the channel weights, so the xy–xy hopping is (432 Vσ + 49 Vπ + 144 Vδ)/625.

## What the channels do to the bond direction

From here on d has unit length, which is the hypothesis `d ⬝ᵥ d = 1`. Then

w·d = dᵀQd − q (d·d) = q − q = 0.

```lean
variable {d : Fin 3 → ℝ}

/-- For a unit vector `d`, the vector `w` is orthogonal to `d`. -/
theorem transverse_dot (hd : d ⬝ᵥ d = 1) (Q : M3) : transverse d Q ⬝ᵥ d = 0 := by
  rw [transverse, sub_dotProduct, smul_dotProduct, hd, dotProduct_comm (Q *ᵥ d) d,
    smul_eq_mul, mul_one]
  exact sub_self _
```

Applying the σ and π parts to d, with (u vᵀ)d = (v·d)u, gives

(Ps Q)d = (3/2) q (d − d/3) = q d,
(Pp Q)d = (w·d) d + (d·d) w = w.

The local fact `dy` is the rule for u vᵀ.

```lean
/-- For a unit vector `d`, the sigma and pi parts of `Q` send `d` to `q d` and `w`. -/
theorem channels_mulVec (hd : d ⬝ᵥ d = 1) (Q : M3) :
    sigmaProj d Q *ᵥ d = axial d Q • d ∧ piProj d Q *ᵥ d = transverse d Q := by
  have dy : ∀ u v : Fin 3 → ℝ, vecMulVec u v *ᵥ d = (v ⬝ᵥ d) • u := by
    intro u v
    ext i
    simp only [mulVec, dotProduct, vecMulVec_apply, Pi.smul_apply, smul_eq_mul, Finset.sum_mul]
    exact Finset.sum_congr rfl fun _ _ => by ring
  constructor
  · change ((3 / 2 * axial d Q) • (vecMulVec d d - (1 / 3 : ℝ) • (1 : M3))) *ᵥ d = _
    rw [smul_mulVec, sub_mulVec, smul_mulVec, one_mulVec, dy, hd]
    module
  · change (vecMulVec d (transverse d Q) + vecMulVec (transverse d Q) d) *ᵥ d = _
    rw [add_mulVec, dy, dy, hd, transverse_dot hd, zero_smul, one_smul, zero_add]
```

Both parts lie in the shell. They are symmetric by construction, and

tr(d dᵀ − I/3) = 1 − 1 = 0,
tr(d wᵀ + w dᵀ) = 2 w·d = 0.

Symmetry of Q was not used, so this holds for every 3×3 matrix.

```lean
/-- For a unit vector `d`, the sigma and pi parts of any matrix lie in the d shell. -/
theorem channels_mem (hd : d ⬝ᵥ d = 1) (Q : M3) :
    sigmaProj d Q ∈ dShell ∧ piProj d Q ∈ dShell := by
  have ht : ∀ u v : Fin 3 → ℝ, (vecMulVec u v).trace = u ⬝ᵥ v := fun _ _ => rfl
  have hs : ∀ u v : Fin 3 → ℝ, (vecMulVec u v)ᵀ = vecMulVec v u := fun u v => by
    ext i j
    exact mul_comm _ _
  refine ⟨dShell.smul_mem _ ⟨?_, ?_⟩, ?_, ?_⟩
  · rw [transpose_sub, transpose_smul, transpose_one, hs]
  · rw [trace_sub, trace_smul, ht, hd, trace_one]
    norm_num
  · change (vecMulVec d (transverse d Q) + vecMulVec (transverse d Q) d)ᵀ = _
    rw [transpose_add, hs, hs, add_comm]
    rfl
  · change (vecMulVec d (transverse d Q) + vecMulVec (transverse d Q) d).trace = 0
    rw [trace_add, ht, ht, dotProduct_comm d, transverse_dot hd, add_zero]
```

## Counting orbitals with traces

The rank of a projector is its trace. Let Eᵢⱼ be the matrix with a 1 at position (i, j) and zeros elsewhere, where i and j run over 0, 1, 2. For a linear map P on matrices,

tr P = Σᵢⱼ (P Eᵢⱼ)ᵢⱼ.

```lean
/-- The trace of a linear map on 3x3 matrices is the sum of its diagonal elements in the basis
of matrix units. -/
theorem trace_eq_sum (P : End ℝ M3) : LinearMap.trace ℝ M3 P =
    ∑ i, ∑ j, P (Matrix.of fun a b => if a = i ∧ b = j then 1 else 0) i j := by
  let e : M3 ≃ₗ[ℝ] (Fin 3 × Fin 3 → ℝ) :=
    { toFun := fun Q p => Q p.1 p.2
      invFun := fun v => Matrix.of fun i j => v (i, j)
      map_add' := fun _ _ => rfl
      map_smul' := fun _ _ => rfl
      left_inv := fun _ => rfl
      right_inv := fun _ => rfl }
  rw [LinearMap.trace_eq_matrix_trace ℝ (Basis.ofEquivFun e) P, Matrix.trace,
    Fintype.sum_prod_type]
  refine Finset.sum_congr rfl fun i _ => Finset.sum_congr rfl fun j _ => ?_
  rw [Matrix.diag_apply, LinearMap.toMatrix_apply, Basis.ofEquivFun_repr_apply,
    Basis.coe_ofEquivFun]
  have h : e.symm (Pi.single (i, j) 1) =
      Matrix.of fun a b => if a = i ∧ b = j then (1 : ℝ) else 0 := by
    ext a b
    change (Pi.single (i, j) (1 : ℝ) : Fin 3 × Fin 3 → ℝ) (a, b) = if a = i ∧ b = j then 1 else 0
    simp [Pi.single_apply]
  change P (e.symm (Pi.single (i, j) 1)) i j = _
  rw [h]
```

The diagonal elements are

(T Eᵢⱼ)ᵢⱼ = 1/2 + δᵢⱼ/2 − δᵢⱼ/3,
(Ps T Eᵢⱼ)ᵢⱼ = (3/2)(dᵢdⱼ − δᵢⱼ/3)²,
(Pp T Eᵢⱼ)ᵢⱼ = δᵢⱼdᵢ² + (dᵢ² + dⱼ²)/2 − 2dᵢ²dⱼ².

Summing over i and j with |d|² = 1 gives

tr T = 9/2 + 3/2 − 1 = 5,
tr(Ps T) = (3/2)(1 − 2/3 + 1/3) = 1,
tr(Pp T) = 1 + 3 − 2 = 2.

Lean writes out the nine terms of each sum; for the two channels, `linear_combination` then uses a multiple of |d|² = 1.

```lean
/-- For a unit vector `d`, the sigma channel, the pi channel and the identity, each applied
after taking the traceless symmetric part, have traces 1, 2 and 5. -/
theorem channel_traces (hd : d ⬝ᵥ d = 1) :
    LinearMap.trace ℝ M3 (sigmaProj d * toShell) = 1 ∧
    LinearMap.trace ℝ M3 (piProj d * toShell) = 2 ∧ LinearMap.trace ℝ M3 toShell = 5 := by
  have h : d 0 * d 0 + d 1 * d 1 + d 2 * d 2 = 1 := by
    simpa only [dotProduct, Fin.sum_univ_three] using hd
  refine ⟨?_, ?_, ?_⟩ <;> rw [trace_eq_sum] <;>
    simp only [Module.End.mul_apply, sigmaProj, piProj, toShell, LinearMap.coe_mk,
      AddHom.coe_mk, transverse, axial, mulVec, dotProduct, trace_fin_three,
      Fin.sum_univ_three, vecMulVec_apply, Matrix.add_apply, Matrix.sub_apply,
      Matrix.smul_apply, transpose_apply, Matrix.one_apply, Matrix.of_apply, Pi.sub_apply,
      Pi.smul_apply, smul_eq_mul]
  · simp
    linear_combination (d 0 * d 0 + d 1 * d 1 + d 2 * d 2 + 1) * h
  · simp
    linear_combination (2 - 4 / 3 * (d 0 * d 0 + d 1 * d 1 + d 2 * d 2)) * h
  · simp
    norm_num
```

These traces are ranks on the shell. Let P be idempotent and preserve the shell. Since T Q is in the shell, P T sends every matrix into the image P(shell). Conversely, if R = P A with A in the shell, then R is in the shell too, so

P T R = P R = P P A = P A = R.

Thus P T is a projector onto P(shell), and its trace is the dimension of that image.

```lean
/-- The rank on the d shell of a projector that preserves the d shell is a trace. -/
theorem trace_eq_rank {P : End ℝ M3} (hP : P * P = P) (hm : ∀ Q ∈ dShell, P Q ∈ dShell) :
    LinearMap.trace ℝ M3 (P * toShell) = (finrank ℝ (dShell.map P) : ℝ) := by
  refine LinearMap.IsProj.trace ⟨fun Q => ⟨toShell Q, ⟨?_, ?_⟩, rfl⟩, ?_⟩
  · change ((1 / 2 : ℝ) • (Q + Qᵀ) - (Q.trace / 3) • (1 : M3))ᵀ = (1 / 2 : ℝ) • (Q + Qᵀ) - _
    rw [transpose_sub, transpose_smul, transpose_add, transpose_transpose, transpose_smul,
      transpose_one, add_comm Qᵀ Q]
  · change ((1 / 2 : ℝ) • (Q + Qᵀ) - (Q.trace / 3) • (1 : M3)).trace = 0
    simp only [trace_sub, trace_smul, trace_add, trace_transpose, trace_one, Fintype.card_fin,
      smul_eq_mul]
    push_cast
    ring
  · rintro _ ⟨A, hA, rfl⟩
    obtain ⟨hs, ht⟩ := hm A hA
    have hfix : toShell (P A) = P A := by
      change (1 / 2 : ℝ) • (P A + (P A)ᵀ) - ((P A).trace / 3) • (1 : M3) = P A
      rw [hs, ht]
      module
    change P (toShell (P A)) = P A
    rw [hfix]
    exact LinearMap.congr_fun hP A
```

## The projector algebra and the ranks

The action on d gives q and w for each part:

Ps Q has q unchanged and w = 0,
Pp Q has q = 0 and w unchanged.

Since Ps depends only on q and Pp only on w,

Ps² = Ps, Pp² = Pp, Ps Pp = Pp Ps = 0.

The δ relations follow by expansion:

Pd² = 1 − 2Ps − 2Pp + Ps + Pp = Pd,
Ps Pd = Ps − Ps² − Ps Pp = 0,

and likewise for the other products. Finally tr(Pd T) = 5 − 1 − 2 = 2.

The theorem `dd_channels` states, for every unit d, that the three channels preserve the shell, are idempotent, annihilate each other in all six orders, and have ranks 1, 2 and 2. The products are identities between maps on all of `M3`. The ranks belong to the shell: `finrank ℝ (dShell.map P)` is the dimension of the image of the shell under P. The theorem concerns only the angular algebra; the values of the hopping constants, and the two-centre form itself, are inputs from the physical model.

In the proof, `as`, `ap`, `ws` and `wp` record q and w of the two parts, `ss`, `pp`, `sp` and `ps` are the four products of Ps and Pp, and `abel` collects terms in the δ expansions.

```lean
/-- For a unit vector `d`, the sigma, pi and delta channels preserve the d shell, are mutually
annihilating projectors, and have ranks 1, 2 and 2 on the d shell. -/
theorem dd_channels (hd : d ⬝ᵥ d = 1) :
    (∀ Q ∈ dShell, sigmaProj d Q ∈ dShell ∧ piProj d Q ∈ dShell ∧ deltaProj d Q ∈ dShell) ∧
    (sigmaProj d * sigmaProj d = sigmaProj d ∧ piProj d * piProj d = piProj d ∧
      deltaProj d * deltaProj d = deltaProj d) ∧
    (sigmaProj d * piProj d = 0 ∧ piProj d * sigmaProj d = 0 ∧
      sigmaProj d * deltaProj d = 0 ∧ deltaProj d * sigmaProj d = 0 ∧
      piProj d * deltaProj d = 0 ∧ deltaProj d * piProj d = 0) ∧
    (finrank ℝ (dShell.map (sigmaProj d)) = 1 ∧ finrank ℝ (dShell.map (piProj d)) = 2 ∧
      finrank ℝ (dShell.map (deltaProj d)) = 2) := by
  -- q and w of the sigma and pi parts
  have as : ∀ Q, axial d (sigmaProj d Q) = axial d Q := fun Q => by
    change d ⬝ᵥ sigmaProj d Q *ᵥ d = _
    rw [(channels_mulVec hd Q).1, dotProduct_smul, hd, smul_eq_mul, mul_one]
  have ap : ∀ Q, axial d (piProj d Q) = 0 := fun Q => by
    change d ⬝ᵥ piProj d Q *ᵥ d = _
    rw [(channels_mulVec hd Q).2, dotProduct_comm d, transverse_dot hd]
  have ws : ∀ Q, transverse d (sigmaProj d Q) = 0 := fun Q => by
    rw [transverse, as, (channels_mulVec hd Q).1, sub_self]
  have wp : ∀ Q, transverse d (piProj d Q) = transverse d Q := fun Q => by
    rw [transverse, ap, (channels_mulVec hd Q).2, zero_smul, sub_zero]
  have ss : sigmaProj d * sigmaProj d = sigmaProj d := LinearMap.ext fun Q => by
    change (3 / 2 * axial d (sigmaProj d Q)) • (vecMulVec d d - (1 / 3 : ℝ) • (1 : M3)) = _
    rw [as]
    rfl
  have pp : piProj d * piProj d = piProj d := LinearMap.ext fun Q => by
    change vecMulVec d (transverse d (piProj d Q)) + vecMulVec (transverse d (piProj d Q)) d = _
    rw [wp]
    rfl
  have sp : sigmaProj d * piProj d = 0 := LinearMap.ext fun Q => by
    change (3 / 2 * axial d (piProj d Q)) • (vecMulVec d d - (1 / 3 : ℝ) • (1 : M3)) = 0
    rw [ap, mul_zero, zero_smul]
  have ps : piProj d * sigmaProj d = 0 := LinearMap.ext fun Q => by
    change vecMulVec d (transverse d (sigmaProj d Q))
      + vecMulVec (transverse d (sigmaProj d Q)) d = 0
    rw [ws]
    simp
  have dd : deltaProj d * deltaProj d = deltaProj d := by
    simp only [deltaProj, mul_sub, sub_mul, mul_one, one_mul, ss, pp, sp, ps]
    abel
  have hm : ∀ Q ∈ dShell, deltaProj d Q ∈ dShell := fun Q hQ =>
    dShell.sub_mem (dShell.sub_mem hQ (channels_mem hd Q).1) (channels_mem hd Q).2
  -- the ranks are traces, and the delta channel takes the remaining 5 - 1 - 2
  obtain ⟨t1, t2, t5⟩ := channel_traces hd
  have td : LinearMap.trace ℝ M3 (deltaProj d * toShell) = 2 := by
    rw [deltaProj, sub_mul, sub_mul, one_mul, map_sub, map_sub, t1, t2, t5]
    norm_num
  have r1 := trace_eq_rank ss fun Q _ => (channels_mem hd Q).1
  have r2 := trace_eq_rank pp fun Q _ => (channels_mem hd Q).2
  have r3 := trace_eq_rank dd hm
  rw [t1] at r1
  rw [t2] at r2
  rw [td] at r3
  refine ⟨fun Q hQ => ⟨(channels_mem hd Q).1, (channels_mem hd Q).2, hm Q hQ⟩, ⟨ss, pp, dd⟩,
    ⟨sp, ps, ?_, ?_, ?_, ?_⟩, by exact_mod_cast r1.symm, by exact_mod_cast r2.symm,
    by exact_mod_cast r3.symm⟩
  all_goals
    simp only [deltaProj, mul_sub, sub_mul, mul_one, one_mul, ss, pp, sp, ps]
    abel

end

end DDChannels
```

```lean
#print axioms DDChannels.dd_channels
```

```
'DDChannels.dd_channels' depends on axioms: [propext, Classical.choice, Quot.sound]
```
